# A zero energy gradient is equivalent to the linear-method eigenproblem for the current wave function

An iteration of the linear method in variational Monte Carlo builds Hamiltonian and overlap matrices from the current wave function and its parameter derivatives, and solves H c = E S c. In the simplest version, the chosen eigenvector is scaled to c₀ = 1 and its other components are the parameter step; practical versions may also rescale the step or shift the matrix to stabilise it. No step means c = (1, 0, …, 0). For real wave functions, a bounded symmetric Hamiltonian and exact matrices, this vector solves the eigenproblem at the current energy exactly when every parameter derivative of the energy vanishes.

## Linear coefficients

Begin with a wave function that is linear in its coefficients c, over a finite index type `n`.

```lean
import Mathlib

open Matrix

namespace LinearMethodStationarity

noncomputable section

variable {n : Type*} [Fintype n]
```

Write x·y for the dot product. The energy is

R(c) = (c·Hc) / (c·Sc).

```lean
/-- The energy quotient `⟨c, H c⟩ / ⟨c, S c⟩` of a coefficient vector `c`, meaningful when
`⟨c, S c⟩` is nonzero. -/
def energy (H S : Matrix n n ℝ) (c : n → ℝ) : ℝ :=
  (c ⬝ᵥ H *ᵥ c) / (c ⬝ᵥ S *ᵥ c)
```

Stationarity means that, for every direction d, the derivative of R(c + t d) at t = 0 exists and equals zero. `HasDerivAt` states both, so a missing derivative does not count as zero.

```lean
/-- The energy is stationary at `c`: its derivative along every direction `d` exists and is zero. -/
def IsStationary (H S : Matrix n n ℝ) (c : n → ℝ) : Prop :=
  ∀ d : n → ℝ, HasDerivAt (fun t : ℝ => energy H S (c + t • d)) 0 0
```

For a symmetric matrix A, c·Ad = d·Ac. The two cross terms are therefore equal:

(c + t d)·A(c + t d) = c·Ac + 2t d·Ac + t² d·Ad.

```lean
/-- The quadratic form of a symmetric matrix along the line `c + t d`. -/
theorem quadratic_along_line {A : Matrix n n ℝ} (hA : A.IsSymm) (c d : n → ℝ) (t : ℝ) :
    (c + t • d) ⬝ᵥ A *ᵥ (c + t • d)
      = c ⬝ᵥ A *ᵥ c + 2 * t * (d ⬝ᵥ A *ᵥ c) + t ^ 2 * (d ⬝ᵥ A *ᵥ d) := by
  have hcd : c ⬝ᵥ A *ᵥ d = d ⬝ᵥ A *ᵥ c := by
    rw [Matrix.dotProduct_mulVec, ← Matrix.mulVec_transpose, hA.eq, dotProduct_comm]
  simp only [Matrix.mulVec_add, Matrix.mulVec_smul, dotProduct_add, add_dotProduct,
    smul_dotProduct, dotProduct_smul, smul_eq_mul]
  linear_combination t * hcd
```

The slope at t = 0 is 2 d·Ac. Let numerator h and denominator s have slopes 2x and 2y, with s ≠ 0 and h = E s. The quotient rule gives

(2x s − h 2y)/s² = 2(x − E y)/s.

```lean
/-- The quotient-rule expression with slopes `2 x` and `2 y` simplifies when `h = E * s`. -/
theorem quotient_slope {x y h s E : ℝ} (hs : s ≠ 0) (hE : h = E * s) :
    (2 * x * s - h * (2 * y)) / s ^ 2 = 2 * (x - E * y) / s := by
  rw [div_eq_div_iff (pow_ne_zero 2 hs) hs, hE]
  ring
```

Setting x = d·Hc, y = d·Sc, s = c·Sc and E = R(c) yields

dR/dt at t = 0 = 2 d·(Hc − R(c) Sc) / (c·Sc).

In the proof, `hq` supplies the slope of each quadratic form and `fun_div` is the quotient rule.

```lean
/-- For symmetric `H` and `S` and nonzero `⟨c, S c⟩`, the derivative of the energy along `d` is
twice the dot product of `d` with the residual `H c - R(c) S c`, divided by `⟨c, S c⟩`. -/
theorem hasDerivAt_energy {H S : Matrix n n ℝ} (hH : H.IsSymm) (hS : S.IsSymm)
    {c : n → ℝ} (hc : c ⬝ᵥ S *ᵥ c ≠ 0) (d : n → ℝ) :
    HasDerivAt (fun t : ℝ => energy H S (c + t • d))
      (2 * (d ⬝ᵥ (H *ᵥ c - energy H S c • (S *ᵥ c))) / (c ⬝ᵥ S *ᵥ c)) 0 := by
  have hq : ∀ {A : Matrix n n ℝ}, A.IsSymm →
      HasDerivAt (fun t : ℝ => (c + t • d) ⬝ᵥ A *ᵥ (c + t • d)) (2 * (d ⬝ᵥ A *ᵥ c)) 0 := by
    intro A hA
    simp only [quadratic_along_line hA]
    exact (((((hasDerivAt_id' (0 : ℝ)).const_mul 2).mul_const _).const_add _).fun_add
      ((hasDerivAt_pow 2 (0 : ℝ)).mul_const _)).congr_deriv (by simp)
  have hne : (c + (0 : ℝ) • d) ⬝ᵥ S *ᵥ (c + (0 : ℝ) • d) ≠ 0 := by
    simpa only [zero_smul, add_zero] using hc
  have hE : c ⬝ᵥ H *ᵥ c = energy H S c * (c ⬝ᵥ S *ᵥ c) := (div_mul_cancel₀ _ hc).symm
  refine ((hq hH).fun_div (hq hS) hne).congr_deriv ?_
  simp only [zero_smul, add_zero, dotProduct_sub, dotProduct_smul, smul_eq_mul]
  exact quotient_slope hc hE
```

Let r = Hc − R(c) Sc be the residual. If all slopes vanish, the choice d = r gives 2 r·r/(c·Sc) = 0, hence r = 0. Conversely, r = 0 makes every slope zero. The hypothesis `hpos` says that every nonzero coefficient vector gives a wave function of positive norm, as linearly independent basis functions do; here it ensures c·Sc ≠ 0. In Lean, `unique` equates the computed slope with the assumed zero.

```lean
/-- For symmetric `H` and symmetric positive definite `S`, the energy is stationary at a nonzero
`c` if and only if `H c = R(c) S c`. -/
theorem isStationary_iff_eigenproblem {H S : Matrix n n ℝ} (hH : H.IsSymm) (hS : S.IsSymm)
    (hpos : ∀ x : n → ℝ, x ≠ 0 → 0 < x ⬝ᵥ S *ᵥ x) {c : n → ℝ} (hc : c ≠ 0) :
    IsStationary H S c ↔ H *ᵥ c = energy H S c • (S *ᵥ c) := by
  have hne := (hpos c hc).ne'
  constructor
  · intro h
    -- move along the residual itself: the slope is then a nonzero multiple of its squared length
    have h0 := (hasDerivAt_energy hH hS hne (H *ᵥ c - energy H S c • (S *ᵥ c))).unique (h _)
    have h1 := (div_eq_zero_iff.mp h0).resolve_right hne
    have h2 := (mul_eq_zero.mp h1).resolve_left two_ne_zero
    exact sub_eq_zero.mp (dotProduct_self_eq_zero.mp h2)
  · intro h d
    refine (hasDerivAt_energy hH hS hne d).congr_deriv ?_
    rw [sub_eq_zero.mpr h, dotProduct_zero, mul_zero, zero_div]
```

The eigenvalue need not be specified as the energy in advance. If Hc = E Sc, taking the dot product with c gives c·Hc = E c·Sc, so E = R(c) whenever c·Sc ≠ 0.

```lean
/-- A generalized eigenvalue is the energy quotient of its eigenvector `c`, provided `⟨c, S c⟩` is
nonzero. -/
theorem eigenvalue_eq_energy {H S : Matrix n n ℝ} {c : n → ℝ} {E : ℝ}
    (hc : c ⬝ᵥ S *ᵥ c ≠ 0) (h : H *ᵥ c = E • (S *ᵥ c)) : E = energy H S c := by
  unfold energy
  rw [h, dotProduct_smul, smul_eq_mul, mul_div_cancel_right₀ _ hc]
```

For a displaced eigenvector, expand both quadratic forms at t = 1:

(c + d)·(H − E S)(c + d) = c·(H − E S)c + 2 d·(H − E S)c + d·(H − E S)d.

The first two terms vanish by the eigenproblem. Dividing by (c + d)·S(c + d), assumed nonzero, gives

R(c + d) − E = d·(H − E S)d / ((c + d)·S(c + d)).

The numerator is exactly quadratic in d; the denominator also depends on d.

```lean
/-- For symmetric `H` and `S`, if `H c = E S c` and `⟨c + d, S (c + d)⟩` is nonzero, the energy of
`c + d` minus `E` is the quadratic form of `H - E S` in `d`, divided by `⟨c + d, S (c + d)⟩`. -/
theorem energy_error_quadratic {H S : Matrix n n ℝ} (hH : H.IsSymm) (hS : S.IsSymm)
    {c d : n → ℝ} {E : ℝ} (h : H *ᵥ c = E • (S *ᵥ c))
    (hne : (c + d) ⬝ᵥ S *ᵥ (c + d) ≠ 0) :
    energy H S (c + d) - E
      = (d ⬝ᵥ (H *ᵥ d - E • (S *ᵥ d))) / ((c + d) ⬝ᵥ S *ᵥ (c + d)) := by
  have hR : energy H S (c + d) * ((c + d) ⬝ᵥ S *ᵥ (c + d)) = (c + d) ⬝ᵥ H *ᵥ (c + d) :=
    div_mul_cancel₀ _ hne
  have hN := quadratic_along_line hH c d 1
  have hD := quadratic_along_line hS c d 1
  rw [one_smul] at hN hD
  have hcc : c ⬝ᵥ H *ᵥ c = E * (c ⬝ᵥ S *ᵥ c) := by rw [h, dotProduct_smul, smul_eq_mul]
  have hdc : d ⬝ᵥ H *ᵥ c = E * (d ⬝ᵥ S *ᵥ c) := by rw [h, dotProduct_smul, smul_eq_mul]
  rw [eq_div_iff hne, sub_mul, hR, dotProduct_sub, dotProduct_smul, smul_eq_mul]
  -- the terms of order zero and one in `d` cancel by the eigenproblem
  linear_combination hN - E * hD + hcc + 2 * hdc
```

## Nonlinear parameters

Now let ψ be a vector in a real inner product space `V`, with energy ⟨ψ, Aψ⟩/⟨ψ, ψ⟩. The type `V →L[ℝ] V` makes A bounded and defined everywhere, which suits a Hamiltonian projected onto a finite basis but not the full molecular one.

```lean
variable {V : Type*} [NormedAddCommGroup V] [InnerProductSpace ℝ V]

/-- The variational energy `⟨ψ, A ψ⟩ / ⟨ψ, ψ⟩` of a nonzero wave function `ψ`. -/
def meanEnergy (A : V →L[ℝ] V) (ψ : V) : ℝ := inner ℝ ψ (A ψ) / inner ℝ ψ ψ
```

A family φ gives the matrix elements ⟨φᵢ, Aφⱼ⟩; replacing A by the identity gives the overlap matrix.

```lean
/-- The matrix `⟨φ i, A φ j⟩` of an operator in a family of wave functions. -/
def basisMatrix {ι : Type*} (A : V →L[ℝ] V) (φ : ι → V) : Matrix ι ι ℝ :=
  Matrix.of fun i j => inner ℝ (φ i) (A (φ j))
```

The linear-method basis has ψ at index `none` and the parameter derivatives at `some i`.

```lean
/-- The linear-method basis: the wave function `ψ` (index `none`) and its parameter
derivatives `dψ i` (index `some i`). -/
def tangentBasis {p : Type*} (ψ : V) (dψ : p → V) : Option p → V
  | none => ψ
  | some i => dψ i
```

A unit coefficient vector selects one matrix column:

Σₖ ⟨φᵢ, Aφₖ⟩ δₖⱼ = ⟨φᵢ, Aφⱼ⟩.

```lean
/-- Applying the matrix of `A` to the unit vector `j` gives the elements `⟨φ i, A φ j⟩`. -/
theorem basisMatrix_single {ι : Type*} [Fintype ι] [DecidableEq ι] (A : V →L[ℝ] V)
    (φ : ι → V) (i j : ι) :
    (basisMatrix A φ *ᵥ Pi.single j 1) i = inner ℝ (φ i) (A (φ j)) := by
  simp [basisMatrix]
```

Along a curve γ with γ(0) = ψ ≠ 0 and γ′(0) = v, symmetry of A gives numerator slope 2⟨v, Aψ⟩ and denominator slope 2⟨v, ψ⟩. With E the energy of ψ, the same quotient formula gives

dE/dt at t = 0 = 2(⟨v, Aψ⟩ − E⟨v, ψ⟩)/⟨ψ, ψ⟩.

```lean
/-- The derivative of the variational energy along a differentiable curve of wave functions. -/
theorem hasDerivAt_meanEnergy (A : V →L[ℝ] V)
    (hA : ∀ x y, inner ℝ (A x) y = inner ℝ x (A y)) {γ : ℝ → V} {v : V}
    (hγ : HasDerivAt γ v 0) (h0 : γ 0 ≠ 0) :
    HasDerivAt (fun t => meanEnergy A (γ t))
      (2 * (inner ℝ v (A (γ 0)) - meanEnergy A (γ 0) * inner ℝ v (γ 0))
        / inner ℝ (γ 0) (γ 0)) 0 := by
  have hne : inner ℝ (γ 0) (γ 0) ≠ 0 := inner_self_ne_zero.mpr h0
  have hsym : inner ℝ (γ 0) (A v) = inner ℝ v (A (γ 0)) :=
    (hA (γ 0) v).symm.trans (real_inner_comm _ _)
  have hN : HasDerivAt (fun t => inner ℝ (γ t) (A (γ t)))
      (inner ℝ (γ 0) (A v) + inner ℝ v (A (γ 0))) 0 :=
    hγ.inner ℝ (A.hasFDerivAt.comp_hasDerivAt 0 hγ)
  have hD : HasDerivAt (fun t => inner ℝ (γ t) (γ t))
      (inner ℝ (γ 0) v + inner ℝ v (γ 0)) 0 := hγ.inner ℝ hγ
  rw [hsym, ← two_mul] at hN
  rw [real_inner_comm v (γ 0), ← two_mul] at hD
  exact (hN.fun_div hD hne).congr_deriv (quotient_slope hne (div_mul_cancel₀ _ hne).symm)
```

Let Φ(a) be the wave function at parameter values a, and take ψ = Φ(a) and v = ∂ᵢΦ, the derivative with respect to parameter i at a. For the vector (1, 0, …, 0), the eigenproblem has the rows

⟨ψ, Aψ⟩ = E⟨ψ, ψ⟩,
⟨∂ᵢΦ, Aψ⟩ = E⟨∂ᵢΦ, ψ⟩.

The first holds by definition of E; row i says ∂ᵢE = 0. The proof treats these rows as the cases `none` and `some i`. It assumes that the parameter derivatives of Φ exist at a (`hΦ`), but not that the basis is linearly independent.

```lean
/-- For symmetric `A`, nonzero `Φ a` and existing parameter derivatives of `Φ` at `a`, all parameter
derivatives of the variational energy of `Φ` vanish at `a` if and only if the coefficient vector
`(1, 0, …, 0)` solves the eigenproblem in the basis of `Φ a` and its parameter derivatives, with the
current energy as eigenvalue. -/
theorem linear_method_fixed_point {p : Type*} [Fintype p] [DecidableEq p] (A : V →L[ℝ] V)
    (hA : ∀ x y, inner ℝ (A x) y = inner ℝ x (A y)) (Φ : (p → ℝ) → V) (a : p → ℝ) (dΦ : p → V)
    (hΦ : ∀ i, HasDerivAt (fun t : ℝ => Φ (a + t • (Pi.single i 1 : p → ℝ))) (dΦ i) 0)
    (h0 : Φ a ≠ 0) :
    (∀ i, HasDerivAt (fun t : ℝ => meanEnergy A (Φ (a + t • (Pi.single i 1 : p → ℝ)))) 0 0) ↔
      basisMatrix A (tangentBasis (Φ a) dΦ) *ᵥ Pi.single none 1 = meanEnergy A (Φ a) •
        (basisMatrix (ContinuousLinearMap.id ℝ V) (tangentBasis (Φ a) dΦ) *ᵥ
          Pi.single none 1) := by
  have hne : inner ℝ (Φ a) (Φ a) ≠ 0 := inner_self_ne_zero.mpr h0
  have key := fun i => hasDerivAt_meanEnergy A hA (hΦ i)
    (by simpa only [zero_smul, add_zero] using h0)
  simp only [zero_smul, add_zero] at key
  constructor
  · intro h
    funext o
    rw [Pi.smul_apply, basisMatrix_single, basisMatrix_single, smul_eq_mul]
    cases o with
    | none => exact (div_mul_cancel₀ _ hne).symm
    | some i =>
      have h1 := (div_eq_zero_iff.mp ((key i).unique (h i))).resolve_right hne
      change inner ℝ (dΦ i) (A (Φ a)) = meanEnergy A (Φ a) * inner ℝ (dΦ i) (Φ a)
      linarith
  · intro h i
    -- row `i` of the eigenproblem is the vanishing of the `i`-th energy derivative
    have hi := congrFun h (some i)
    rw [Pi.smul_apply, basisMatrix_single, basisMatrix_single, smul_eq_mul] at hi
    change inner ℝ (dΦ i) (A (Φ a)) = meanEnergy A (Φ a) * inner ℝ (dΦ i) (Φ a) at hi
    refine (key i).congr_deriv ?_
    rw [hi, sub_self, mul_zero, zero_div]

end

end LinearMethodStationarity
```

When configurations are sampled from ψ², the difference between the two sides of row i, divided by ⟨ψ, ψ⟩, is estimated by the sample covariance of the local energy (Aψ)/ψ with ∂ᵢΦ/ψ. This estimates half the energy derivative and carries statistical noise. The equivalence does not say that the current energy is the lowest eigenvalue: at a zero gradient the eigenproblem may still have a lower root, and a solver that selects it does not return (1, 0, …, 0).

```lean
#print axioms LinearMethodStationarity.isStationary_iff_eigenproblem
-- 'LinearMethodStationarity.isStationary_iff_eigenproblem' depends on axioms: [propext, Classical.choice, Quot.sound]
#print axioms LinearMethodStationarity.eigenvalue_eq_energy
-- 'LinearMethodStationarity.eigenvalue_eq_energy' depends on axioms: [propext, Classical.choice, Quot.sound]
#print axioms LinearMethodStationarity.energy_error_quadratic
-- 'LinearMethodStationarity.energy_error_quadratic' depends on axioms: [propext, Classical.choice, Quot.sound]
#print axioms LinearMethodStationarity.linear_method_fixed_point
-- 'LinearMethodStationarity.linear_method_fixed_point' depends on axioms: [propext, Classical.choice, Quot.sound]
```
